# Phases can turn magnetic translations on ℤ² into ordinary ones only at a whole number of flux quanta per cell

If the phases in the composition law of magnetic translations could always be removed, states could be labelled by a Bloch momentum in the original unit cell even on a lattice with half a flux quantum per cell. There, however, the two primitive translations anticommute and have no common eigenstate. The theorems below say when such phases can be removed on the square lattice: with the flux per cell measured as a phase, $2\pi$ for one flux quantum, multiplying each translation by a number of modulus one relates flux $\varphi$ to flux $\theta$ exactly when $\varphi-\theta$ is an integer multiple of $2\pi$.

```lean
import Mathlib

namespace MagneticTranslationFlux

noncomputable section

/-- The Landau-gauge phase `exp(i φ a₁ b₂)` for lattice translations `a` and `b`
with flux `φ` per unit cell. -/
def fluxPhase (φ : ℝ) (a b : ℤ × ℤ) : ℂ :=
  Complex.exp (((φ * a.1 * b.2 : ℝ) : ℂ) * Complex.I)

/-- The symmetric-gauge phase `exp(i φ (a₁ b₂ - a₂ b₁) / 2)`. -/
def symmetricPhase (φ : ℝ) (a b : ℤ × ℤ) : ℂ :=
  Complex.exp (((φ * (a.1 * b.2 - a.2 * b.1) / 2 : ℝ) : ℂ) * Complex.I)

/-- Two multipliers on the lattice are related by a rephasing `f` of the translations,
where every `f a` has modulus one. -/
def RephasingEquivalent (ω η : ℤ × ℤ → ℤ × ℤ → ℂ) : Prop :=
  ∃ f : ℤ × ℤ → ℂ, (∀ a, ‖f a‖ = 1) ∧
    ∀ a b, ω a b = η a b * (f (a + b) / (f a * f b))

/-- The magnetic translation `(T_a ψ)(x) = exp(i φ x₁ a₂) ψ(x + a)` acting on
lattice wavefunctions. -/
def magTranslation (φ : ℝ) (a : ℤ × ℤ) : (ℤ × ℤ → ℂ) →ₗ[ℂ] (ℤ × ℤ → ℂ) where
  toFun ψ := fun x => fluxPhase φ x a * ψ (x + a)
  map_add' ψ χ := by
    funext x
    simp only [Pi.add_apply]
    ring
  map_smul' c ψ := by
    funext x
    simp only [Pi.smul_apply, smul_eq_mul, RingHom.id_apply]
    ring

/-- Rephasing leaves the ratio of the multipliers for the two orders of a pair of
translations unchanged (written here without division). -/
theorem exchange_phase_invariant {ω η : ℤ × ℤ → ℤ × ℤ → ℂ}
    (h : RephasingEquivalent ω η) (a b : ℤ × ℤ) :
    ω a b * η b a = ω b a * η a b := by
  obtain ⟨f, -, hf⟩ := h
  -- the rephasing factor is symmetric because lattice translations add commutatively
  rw [hf a b, hf b a, add_comm b a]
  ring

/-- Fluxes that differ by an integer multiple of `2π` give the same phase for every
pair of translations. -/
theorem fluxPhase_periodic {φ θ : ℝ} {k : ℤ} (h : φ - θ = 2 * Real.pi * k)
    (a b : ℤ × ℤ) : fluxPhase φ a b = fluxPhase θ a b := by
  have hφ : φ = θ + 2 * Real.pi * k := by linarith
  unfold fluxPhase
  rw [Complex.exp_eq_exp_iff_exists_int]
  refine ⟨k * a.1 * b.2, ?_⟩
  rw [hφ]
  push_cast
  ring

/-- The Landau-gauge multipliers of fluxes `φ` and `θ` are related by a rephasing of the
translations if and only if `φ - θ` is an integer multiple of `2π`. -/
theorem rephasingEquivalent_iff (φ θ : ℝ) :
    RephasingEquivalent (fluxPhase φ) (fluxPhase θ) ↔
      ∃ k : ℤ, φ - θ = 2 * Real.pi * k := by
  constructor
  · intro h
    -- compare the two orders of the primitive translations
    have h1 := exchange_phase_invariant h (1, 0) (0, 1)
    have h2 : Complex.exp ((φ : ℂ) * Complex.I) = Complex.exp ((θ : ℂ) * Complex.I) := by
      simpa [fluxPhase] using h1
    obtain ⟨n, hn⟩ := Complex.exp_eq_exp_iff_exists_int.mp h2
    have h3 := congrArg Complex.im hn
    simp at h3
    exact ⟨n, by linarith⟩
  · rintro ⟨k, hk⟩
    refine ⟨fun _ => 1, fun _ => norm_one, fun a b => ?_⟩
    rw [fluxPhase_periodic hk a b]
    norm_num

/-- At equal flux, the symmetric-gauge and Landau-gauge multipliers are related by a
rephasing of the translations. -/
theorem symmetric_equivalent_landau (φ : ℝ) :
    RephasingEquivalent (symmetricPhase φ) (fluxPhase φ) := by
  -- the rephasing is exp(-i φ a₁ a₂ / 2)
  refine ⟨fun a => Complex.exp (((-(φ * a.1 * a.2 / 2) : ℝ) : ℂ) * Complex.I),
    fun a => Complex.norm_exp_ofReal_mul_I _, fun a b => ?_⟩
  simp only [symmetricPhase, fluxPhase, Prod.fst_add, Prod.snd_add]
  rw [← Complex.exp_add, ← Complex.exp_sub, ← Complex.exp_add]
  congr 1
  push_cast
  ring

/-- Magnetic translations compose as `T_a T_b = exp(i φ a₁ b₂) T_(a+b)`. -/
theorem magTranslation_comp (φ : ℝ) (a b : ℤ × ℤ) (ψ : ℤ × ℤ → ℂ) :
    magTranslation φ a (magTranslation φ b ψ) =
      fluxPhase φ a b • magTranslation φ (a + b) ψ := by
  funext x
  change fluxPhase φ x a * (fluxPhase φ (x + a) b * ψ (x + a + b)) =
    fluxPhase φ a b * (fluxPhase φ x (a + b) * ψ (x + (a + b)))
  rw [← add_assoc x a b]
  have h : fluxPhase φ x a * fluxPhase φ (x + a) b =
      fluxPhase φ a b * fluxPhase φ x (a + b) := by
    simp only [fluxPhase, ← Complex.exp_add, Prod.fst_add, Prod.snd_add]
    congr 1
    push_cast
    ring
  linear_combination ψ (x + a + b) * h

/-- Magnetic translations of flux `φ` can be multiplied by phases `g a` so that they obey
the composition law of flux `θ` if and only if `φ - θ` is an integer multiple of `2π`. -/
theorem rephase_translations_iff (φ θ : ℝ) :
    (∃ g : ℤ × ℤ → ℂ, (∀ a, ‖g a‖ = 1) ∧ ∀ a b ψ,
      g a • magTranslation φ a (g b • magTranslation φ b ψ) =
        fluxPhase θ a b • g (a + b) • magTranslation φ (a + b) ψ) ↔
      ∃ k : ℤ, φ - θ = 2 * Real.pi * k := by
  constructor
  · rintro ⟨g, hn, hg⟩
    refine (rephasingEquivalent_iff φ θ).mp ⟨g, hn, fun a b => ?_⟩
    have hne : ∀ c, g c ≠ 0 := fun c =>
      norm_ne_zero_iff.mp (by rw [hn c]; exact one_ne_zero)
    -- act on the constant wavefunction and evaluate at the origin
    have h := hg a b (fun _ => 1)
    rw [map_smul, magTranslation_comp] at h
    have h0 := congrFun h 0
    have e : magTranslation φ (a + b) (fun _ => 1) 0 = 1 := by
      simp [magTranslation, fluxPhase]
    simp only [Pi.smul_apply, smul_eq_mul, e, mul_one] at h0
    rw [← mul_div_assoc, eq_div_iff (mul_ne_zero (hne a) (hne b))]
    linear_combination h0
  · rintro ⟨k, hk⟩
    refine ⟨fun _ => 1, fun _ => norm_one, fun a b ψ => ?_⟩
    simp only [one_smul]
    rw [magTranslation_comp, fluxPhase_periodic hk a b]

/-- Magnetic translations can be rephased into an ordinary representation of the lattice
translation group if and only if the flux is an integer multiple of `2π`. -/
theorem flux_removable_iff (φ : ℝ) :
    (∃ g : ℤ × ℤ → ℂ, (∀ a, ‖g a‖ = 1) ∧ ∀ a b ψ,
      g a • magTranslation φ a (g b • magTranslation φ b ψ) =
        g (a + b) • magTranslation φ (a + b) ψ) ↔
      ∃ k : ℤ, φ = 2 * Real.pi * k := by
  have hz : ∀ a b, fluxPhase 0 a b = 1 := fun a b => by simp [fluxPhase]
  have h := rephase_translations_iff φ 0
  simp only [hz, one_smul, sub_zero] at h
  exact h

end

end MagneticTranslationFlux
```

```lean
#print axioms MagneticTranslationFlux.symmetric_equivalent_landau
#print axioms MagneticTranslationFlux.flux_removable_iff
```

```
'MagneticTranslationFlux.symmetric_equivalent_landau' depends on axioms: [propext, Classical.choice, Quot.sound]
'MagneticTranslationFlux.flux_removable_iff' depends on axioms: [propext, Classical.choice, Quot.sound]
```

## Translations that compose up to a phase

A lattice translation is a pair of integers $a=(a_1,a_2)$, written `a.1` and `a.2` in Lean. The real number $\varphi$ is the flux through one unit cell, expressed as the phase a charged particle collects around it, so $\varphi=2\pi$ is one flux quantum. On a wavefunction $\psi:\mathbb Z^2\to\mathbb C$, `magTranslation φ a` acts as

$$(T_a\psi)(x)=e^{i\varphi x_1a_2}\,\psi(x+a).$$

Applying $T_b$ first and then $T_a$ gives

$$(T_aT_b\psi)(x)=e^{i\varphi x_1a_2}\,e^{i\varphi(x_1+a_1)b_2}\,\psi(x+a+b).$$

The exponent is $i\varphi a_1b_2+i\varphi x_1(a_2+b_2)$. Its second term belongs to $T_{a+b}$, so

$$T_aT_b=\omega_\varphi(a,b)\,T_{a+b},\qquad \omega_\varphi(a,b)=e^{i\varphi a_1b_2}.$$

This is `magTranslation_comp`, and $\omega_\varphi$ is `fluxPhase φ`. The Lean proof compares both sides at a site $x$, establishes the identity between the exponentials as `h`, and multiplies it by $\psi(x+a+b)$.

## What a rephasing can change

Replace each $T_a$ by $g(a)T_a$ with $|g(a)|=1$. The new operators obey the composition law of flux $\theta$ if

$$g(a)g(b)\,\omega_\varphi(a,b)\,T_{a+b}=\omega_\theta(a,b)\,g(a+b)\,T_{a+b}.$$

For the scalars this means

$$\omega_\varphi(a,b)=\omega_\theta(a,b)\,\frac{g(a+b)}{g(a)g(b)}.$$

`RephasingEquivalent ω η` states this relation for any two functions $\omega,\eta$ of a pair of translations, with $f$ in place of $g$. One $f$ must serve all pairs $a,b$.

The fraction is unchanged when $a$ and $b$ are swapped, because $a+b=b+a$. Multiplying the relation for $(a,b)$ by $\eta(b,a)$, and the relation for $(b,a)$ by $\eta(a,b)$, therefore gives equal right-hand sides:

$$\omega(a,b)\,\eta(b,a)=\omega(b,a)\,\eta(a,b).$$

This is `exchange_phase_invariant`. Its proof substitutes both relations, rewrites with `add_comm`, and leaves the algebra to `ring`.

## The primitive translations measure the flux modulo $2\pi$

Take $a=(1,0)$ and $b=(0,1)$. Then $\omega_\varphi(a,b)=e^{i\varphi}$, while $\omega_\varphi(b,a)=1$, and likewise for $\theta$. The exchange identity becomes

$$e^{i\varphi}=e^{i\theta}.$$

Hence $i\varphi=i\theta+2\pi i n$ for some integer $n$, and the imaginary part gives $\varphi-\theta=2\pi n$. The forward half of `rephasingEquivalent_iff` follows these steps: `h1` is the exchange identity, `h2` the equality of exponentials, and `h3` the imaginary part.

Conversely, if $\varphi=\theta+2\pi k$ with $k$ an integer, then

$$e^{i\varphi a_1b_2}=e^{i\theta a_1b_2}\,e^{2\pi i\,k a_1b_2}=e^{i\theta a_1b_2},$$

since $ka_1b_2$ is an integer. This is `fluxPhase_periodic`. The two multipliers are then equal, and $f=1$ satisfies the definition.

## Changing the multiplier at fixed flux

Some rephasings do alter the multiplier without altering the flux. With $f(a)=e^{-i\varphi a_1a_2/2}$,

$$\frac{f(a+b)}{f(a)f(b)}=e^{-i\varphi(a_1b_2+a_2b_1)/2}.$$

Multiplying by $e^{i\varphi a_1b_2}$ gives the symmetric-gauge phase $e^{i\varphi(a_1b_2-a_2b_1)/2}$. By the definition above, multiplying by $f(a)$ takes translations with the symmetric-gauge multiplier to the Landau-gauge law. The operators $T_a$ defined earlier already obey the Landau-gauge law, and multiplying them by $1/f(a)$ takes them to the symmetric-gauge one. The theorem `symmetric_equivalent_landau` supplies this $f$, combines the exponentials and compares exponents. The gauge names here label two phase conventions for the translations. A site-dependent gauge transformation of the wavefunctions conjugates every $T_a$ by the same operator and leaves the multiplier unchanged.

## From operators back to numbers

`rephase_translations_iff` makes the statement about the operators themselves: phases $g(a)$ that give the flux-$\theta$ law on every wavefunction exist if and only if $\varphi-\theta=2\pi k$ for some integer $k$. In Lean, `•` multiplies a wavefunction by a scalar.

To recover the scalar relation from the operator law, apply the law to the constant wavefunction $\psi=1$ and evaluate at the origin. There $(T_{a+b}\psi)(0)=1$, so

$$g(a)g(b)\,e^{i\varphi a_1b_2}=e^{i\theta a_1b_2}\,g(a+b).$$

Because $g$ has modulus one, it is nonzero and may be divided out. This gives `RephasingEquivalent`, and the previous theorem finishes the argument. In the other direction, $g=1$ works because the multipliers coincide.

Setting $\theta=0$ makes the target multiplier equal to one. `flux_removable_iff` then says that the operators $g(a)T_a$ can be made to compose as an ordinary representation of $\mathbb Z^2$ exactly when $\varphi=2\pi k$.

The condition $|g(a)|=1$ matters in the operator theorems. Without it, take $\varphi=\pi$, $\theta=0$ and $g(a)=0$ for every $a$: both sides of the composition law vanish, yet $\pi$ is not an integer multiple of $2\pi$.

## The physical setting

For non-interacting, spinless electrons in a tight-binding model on an infinite square lattice with uniform flux, the result means that multiplying the magnetic translations by constant phase factors cannot make them an ordinary representation of the translations of the original unit cell, unless the flux per cell is a whole number of flux quanta.

The wavefunctions are arbitrary complex functions on $\mathbb Z^2$, with no normalisation condition or inner product. No Hamiltonian appears, so the commutation of a particular hopping model with these translations is a separate matter, as are its bands and their Chern numbers. The allowed changes are scalar phases attached to each translation; replacing the translations by a subgroup, as one does when passing to a larger magnetic cell, is a different operation.
